# A rectangular Wilson loop of unitary links lies within area times ε of the identity when each enclosed plaquette lies within ε

Let the links of a square lattice carry unitary $m\times m$ matrices. If every plaquette holonomy inside an $a\times b$ rectangle lies within $\varepsilon$ of the identity in operator norm, the holonomy $W$ around the rectangle satisfies

$$\|W-1\|\le a\,b\,\varepsilon .$$

The factor $ab$ is optimal: no smaller constant works for all link fields and all $\varepsilon$. "Wilson loop" here means the ordered matrix product around the loop, not its trace.

## Tracking Wannier centres across a k-mesh

For an isolated group of $m$ bands, a Berry-phase code can attach to each mesh link the unitary factor of the overlap matrix $\langle u_{i\mathbf k}|u_{j\mathbf k'}\rangle$. A plaquette then measures the non-abelian Berry curvature in one mesh cell, and products along a line that crosses the zone have the hybrid Wannier centres as eigenphases.

When the code follows these centres from one mesh line to the next, a bound on how far they can jump is useful. Let $C$ and $C'$ be the transports along two neighbouring vertical lines of $b$ links that close across the zone, and let $r$ be the link between their starting points. With periodic links the same $r$ joins their end points, so the loop around the strip is $rC'r^{-1}C^{-1}$, and the bound gives $\|rC'r^{-1}-C\|\le b\varepsilon$. Each eigenvalue of $C'$ therefore lies within $b\varepsilon$ of some eigenvalue of $C$. The largest plaquette deviation thus limits how far the computed eigenvalues can move between neighbouring lines. A small value does not prove that the mesh is fine enough, because a coarse mesh can miss curvature between its points.

The bound also serves as a consistency check on any rectangle. A violation larger than rounding can explain points to an error such as a wrong link order, a missing adjoint or links that are not unitary. Once $ab\varepsilon\ge 2$, the check can no longer catch an error that leaves the computed loop unitary, because two unitaries are never more than 2 apart.

## Building the loop cell by cell

Write $r_{x,y}$ for the link from $(x,y)$ to $(x+1,y)$ and $u_{x,y}$ for the link from $(x,y)$ to $(x,y+1)$. Products run from left to right along the path:

$$R_n(x,y)=r_{x,y}\,r_{x+1,y}\cdots r_{x+n-1,y},\qquad C_n(x,y)=u_{x,y}\,u_{x,y+1}\cdots u_{x,y+n-1},$$

with $R_0=C_0=1$. The plaquette and the loop, both counterclockwise from the lower-left corner, are

$$P(x,y)=r_{x,y}\,u_{x+1,y}\,r_{x,y+1}^{-1}\,u_{x,y}^{-1},$$

$$W_{a,b}(x,y)=R_a(x,y)\,C_b(x+a,y)\,R_a(x,y+b)^{-1}\,C_b(x,y)^{-1}.$$

Let $d(V)=\|V-1\|$ for a unitary $V$.

**Products and conjugation.** For unitary $V$ and $V'$, $VV'-1=V(V'-1)+(V-1)$. Multiplication by a unitary preserves the norm, so $d(VV')\le d(V)+d(V')$. Likewise $VV'V^{-1}-1=V(V'-1)V^{-1}$, so $d(VV'V^{-1})=d(V')$.

**One more cell in a column.** Abbreviate $C_b=C_b(x,y)$. Then

$$W_{1,b}(x,y)\;C_b\,P(x,y+b)\,C_b^{-1}=r_{x,y}\,C_b(x+1,y)\,r_{x,y+b}^{-1}\,C_b^{-1}\,C_b\,r_{x,y+b}\,u_{x+1,y+b}\,r_{x,y+b+1}^{-1}\,u_{x,y+b}^{-1}\,C_b^{-1}.$$

The four factors in the middle cancel. What remains is $r_{x,y}\,C_{b+1}(x+1,y)\,r_{x,y+b+1}^{-1}\,C_{b+1}(x,y)^{-1}=W_{1,b+1}(x,y)$.

**One more column.** Abbreviate $R_a=R_a(x,y)$. In the product

$$R_a\,W_{1,b}(x+a,y)\,R_a^{-1}\;W_{a,b}(x,y)$$

the factors $C_b(x+a,y)^{-1}R_a^{-1}R_a\,C_b(x+a,y)$ cancel. This leaves

$$R_a\,r_{x+a,y}\,C_b(x+a+1,y)\,r_{x+a,y+b}^{-1}\,R_a(x,y+b)^{-1}\,C_b(x,y)^{-1}=W_{a+1,b}(x,y).$$

**Summation.** Each new cell adds at most its own deviation to a column, and each new column adds at most its own deviation to the rectangle. Induction on the height and then on the width gives

$$d(W_{a,b}(x,y))\le\sum_{i=0}^{a-1}\sum_{j=0}^{b-1}d(P(x+i,y+j))\le ab\,\varepsilon .$$

The middle expression is the better one to evaluate when the curvature is concentrated in a few cells.

**Optimal factor.** Take phases $r_{x,y}=1$ and $u_{x,y}=z^x$ with $|z|=1$ and $z\ne1$. Every plaquette equals $z^{x+1}z^{-x}=z$, and the loop equals $z^{(x+a)b}z^{-xb}=z^{ab}$. Hence

$$\frac{|z^{ab}-1|}{|z-1|}=\Big|\sum_{k=0}^{ab-1}z^k\Big|\longrightarrow ab\qquad(z\to1),$$

so any $c<ab$ is exceeded for some $z$ close to 1.

**Smallest rectangles.** For $a=b=1$ the loop is the plaquette itself, and the sum bound is an equality. If $a$ or $b$ is zero, the loop is the identity and both sides vanish.

## The Lean source

```lean
import Mathlib

open Finset
open scoped Matrix.Norms.L2Operator

namespace WilsonLoopAreaBound

noncomputable section

/-- A lattice gauge field on the square lattice: `right x y` sits on the link from `(x, y)` to
`(x + 1, y)`, and `up x y` on the link from `(x, y)` to `(x, y + 1)`. -/
structure LinkField (G : Type*) where
  right : ℤ → ℤ → G
  up : ℤ → ℤ → G

section Loops

variable {G : Type*} [Group G]

/-- Ordered product of the `n` links that lead from `(x, y)` to the right. -/
def rowTransport (L : LinkField G) (x y : ℤ) : ℕ → G
  | 0 => 1
  | n + 1 => rowTransport L x y n * L.right (x + n) y

/-- Ordered product of the `n` links that lead from `(x, y)` upwards. -/
def colTransport (L : LinkField G) (x y : ℤ) : ℕ → G
  | 0 => 1
  | n + 1 => colTransport L x y n * L.up x (y + n)

/-- Holonomy around the unit cell with lower-left corner `(x, y)`, counterclockwise. -/
def plaquette (L : LinkField G) (x y : ℤ) : G :=
  L.right x y * L.up (x + 1) y * (L.right x (y + 1))⁻¹ * (L.up x y)⁻¹

/-- Holonomy around the `a` by `b` rectangle with lower-left corner `(x, y)`, counterclockwise
from that corner. -/
def wilsonLoop (L : LinkField G) (x y : ℤ) (a b : ℕ) : G :=
  rowTransport L x y a * colTransport L (x + a) y b *
    (rowTransport L x (y + b) a)⁻¹ * (colTransport L x y b)⁻¹

/-- Raising a loop of width one by one cell multiplies it by the new plaquette, carried back to
the base point along the left edge. -/
theorem wilsonLoop_add_cell (L : LinkField G) (x y : ℤ) (b : ℕ) :
    wilsonLoop L x y 1 (b + 1) = wilsonLoop L x y 1 b *
      (colTransport L x y b * plaquette L x (y + b) * (colTransport L x y b)⁻¹) := by
  have h1 : ∀ v, rowTransport L x v 1 = L.right x v := by
    intro v
    change 1 * L.right (x + ((0 : ℕ) : ℤ)) v = _
    simp
  have hs : ∀ u, colTransport L u y (b + 1) = colTransport L u y b * L.up u (y + b) :=
    fun _ => rfl
  have hb : y + ((b + 1 : ℕ) : ℤ) = y + b + 1 := by push_cast; ring
  simp only [wilsonLoop, plaquette, h1, hs, hb, Nat.cast_one, mul_inv_rev, mul_assoc,
    inv_mul_cancel_left]

/-- Widening a loop by one column multiplies it by the loop around the new column, carried back
to the base point along the bottom edge. -/
theorem wilsonLoop_add_column (L : LinkField G) (x y : ℤ) (a b : ℕ) :
    wilsonLoop L x y (a + 1) b =
      rowTransport L x y a * wilsonLoop L (x + a) y 1 b * (rowTransport L x y a)⁻¹ *
        wilsonLoop L x y a b := by
  have h1 : ∀ v, rowTransport L (x + a) v 1 = L.right (x + a) v := by
    intro v
    change 1 * L.right (x + a + ((0 : ℕ) : ℤ)) v = _
    simp
  have hs : ∀ v, rowTransport L x v (a + 1) = rowTransport L x v a * L.right (x + a) v :=
    fun _ => rfl
  have ha : x + ((a + 1 : ℕ) : ℤ) = x + a + 1 := by push_cast; ring
  simp only [wilsonLoop, h1, hs, ha, Nat.cast_one, mul_inv_rev, mul_assoc,
    inv_mul_cancel_left]

/-- A gauge field with the same holonomy `z` in every cell: rightward links are trivial and the
upward links in column `x` equal `z ^ x`. -/
def uniformFlux (z : G) : LinkField G where
  right _ _ := 1
  up x _ := z ^ x

/-- Every plaquette of the uniform-flux field has holonomy `z`. -/
theorem plaquette_uniformFlux (z : G) (x y : ℤ) : plaquette (uniformFlux z) x y = z := by
  simp only [plaquette, uniformFlux, one_mul, inv_one, mul_one]
  have h : x + 1 + -x = 1 := by ring
  rw [← zpow_neg, ← zpow_add, h, zpow_one]

/-- In the uniform-flux field the loop around an `a` by `b` rectangle is `z ^ (a * b)`. -/
theorem wilsonLoop_uniformFlux (z : G) (x y : ℤ) (a b : ℕ) :
    wilsonLoop (uniformFlux z) x y a b = z ^ (a * b) := by
  have hr : ∀ (u v : ℤ) (n : ℕ), rowTransport (uniformFlux z) u v n = 1 := by
    intro u v n
    induction n with
    | zero => rfl
    | succ n ih => rw [rowTransport, ih, one_mul]; rfl
  have hc : ∀ (u v : ℤ) (n : ℕ), colTransport (uniformFlux z) u v n = (z ^ u) ^ n := by
    intro u v n
    induction n with
    | zero => rw [pow_zero]; rfl
    | succ n ih => rw [colTransport, ih, pow_succ]; rfl
  have e : ∀ u : ℤ, (z ^ u) ^ b = z ^ (u * b) := fun u => by rw [zpow_mul, zpow_natCast]
  simp only [wilsonLoop, hr, hc, one_mul, inv_one, mul_one]
  rw [e, e, ← zpow_neg, ← zpow_add, ← zpow_natCast z (a * b)]
  congr 1
  push_cast
  ring

end Loops

section Bound

variable {A : Type*} [NormedRing A] [StarRing A] [CStarRing A]

/-- Distance of a unitary from the identity in norm. -/
def defect (U : unitary A) : ℝ := ‖(U : A) - 1‖

/-- The defect of a product of unitaries is at most the sum of their defects. -/
theorem defect_mul_le (U V : unitary A) : defect (U * V) ≤ defect U + defect V := by
  have h : ((U * V : unitary A) : A) - 1 = (U : A) * ((V : A) - 1) + ((U : A) - 1) := by
    rw [Submonoid.coe_mul]
    noncomm_ring
  unfold defect
  rw [h]
  refine (norm_add_le _ _).trans ?_
  rw [CStarRing.norm_coe_unitary_mul, add_comm]

/-- The defect does not change under conjugation by a unitary. -/
theorem defect_conj (V U : unitary A) : defect (V * U * V⁻¹) = defect U := by
  have hv : (V : A) * ((V⁻¹ : unitary A) : A) = 1 := by
    rw [← Submonoid.coe_mul, mul_inv_cancel, Submonoid.coe_one]
  have h : ((V * U * V⁻¹ : unitary A) : A) - 1 =
      (V : A) * ((U : A) - 1) * ((V⁻¹ : unitary A) : A) := by
    rw [Submonoid.coe_mul, Submonoid.coe_mul, mul_sub, sub_mul, mul_one, hv]
  unfold defect
  rw [h, CStarRing.norm_mul_coe_unitary, CStarRing.norm_coe_unitary_mul]

/-- For unitary links, the defect of a rectangular Wilson loop is at most the sum of the defects
of the plaquettes it encloses. -/
theorem defect_wilsonLoop_le_sum (L : LinkField (unitary A)) (x y : ℤ) (a b : ℕ) :
    defect (wilsonLoop L x y a b) ≤
      ∑ i ∈ range a, ∑ j ∈ range b, defect (plaquette L (x + i) (y + j)) := by
  -- a single column, built up cell by cell
  have strip : ∀ (u : ℤ) (n : ℕ), defect (wilsonLoop L u y 1 n) ≤
      ∑ j ∈ range n, defect (plaquette L u (y + j)) := by
    intro u n
    induction n with
    | zero => simp [wilsonLoop, colTransport, defect]
    | succ n ih =>
      rw [wilsonLoop_add_cell, sum_range_succ]
      refine (defect_mul_le _ _).trans ?_
      rw [defect_conj]
      linarith
  -- the rectangle, built up column by column
  induction a with
  | zero => simp [wilsonLoop, rowTransport, defect]
  | succ a ih =>
    rw [wilsonLoop_add_column, sum_range_succ]
    refine (defect_mul_le _ _).trans ?_
    rw [defect_conj]
    linarith [strip (x + a) b]

/-- Area bound: for unitary links, if each plaquette inside an `a` by `b` rectangle is within `ε`
of the identity, the loop around the rectangle is within `a * b * ε` of it. -/
theorem area_bound (L : LinkField (unitary A)) (x y : ℤ) (a b : ℕ) (ε : ℝ)
    (h : ∀ i < a, ∀ j < b, defect (plaquette L (x + i) (y + j)) ≤ ε) :
    defect (wilsonLoop L x y a b) ≤ a * b * ε := by
  calc defect (wilsonLoop L x y a b)
      ≤ ∑ i ∈ range a, ∑ j ∈ range b, defect (plaquette L (x + i) (y + j)) :=
        defect_wilsonLoop_le_sum L x y a b
    _ ≤ ∑ _i ∈ range a, ∑ _j ∈ range b, ε :=
        sum_le_sum fun i hi => sum_le_sum fun j hj =>
          h i (mem_range.mp hi) j (mem_range.mp hj)
    _ = a * b * ε := by
        simp only [sum_const, card_range, nsmul_eq_mul]
        ring

end Bound

/-- Area bound for unitary `m` by `m` link matrices in operator norm: if every plaquette is within
`ε` of the identity, every `a` by `b` Wilson loop is within `a * b * ε` of it. -/
theorem area_bound_matrix {m : ℕ} (L : LinkField (Matrix.unitaryGroup (Fin m) ℂ)) (ε : ℝ)
    (h : ∀ x y, ‖(plaquette L x y).val - 1‖ ≤ ε)
    (x y : ℤ) (a b : ℕ) :
    ‖(wilsonLoop L x y a b).val - 1‖ ≤ a * b * ε :=
  area_bound (A := Matrix (Fin m) (Fin m) ℂ) L x y a b ε
    fun i _ j _ => h (x + i) (y + j)

/-- The area factor is optimal: for every `c < a * b` some field of phases has all plaquettes at
the same distance `ε > 0` from the identity and all `a` by `b` loops farther than `c * ε`. -/
theorem area_bound_sharp (a b : ℕ) (c : ℝ) (hc : c < a * b) :
    ∃ (L : LinkField (unitary ℂ)) (ε : ℝ), 0 < ε ∧
      (∀ x y, defect (plaquette L x y) = ε) ∧
      ∀ x y, c * ε < defect (wilsonLoop L x y a b) := by
  -- the geometric sum of phases tends to `a * b` as the flux tends to zero
  have hcont : Continuous fun t : ℝ =>
      ‖∑ k ∈ range (a * b), Complex.exp (t * Complex.I) ^ k‖ := by fun_prop
  have h0 : c < ‖∑ k ∈ range (a * b), Complex.exp (((0 : ℝ) : ℂ) * Complex.I) ^ k‖ := by
    have hsum : ∑ k ∈ range (a * b), Complex.exp (((0 : ℝ) : ℂ) * Complex.I) ^ k
        = ((a * b : ℕ) : ℂ) := by simp
    rw [hsum, Complex.norm_natCast]
    push_cast
    exact hc
  obtain ⟨δ, hδ, hball⟩ := Metric.eventually_nhds_iff.mp
    (hcont.continuousAt.eventually (lt_mem_nhds h0))
  -- a small but nonzero flux
  obtain ⟨t, ht0, ht1, htδ⟩ : ∃ t : ℝ, 0 < t ∧ t ≤ 1 ∧ t < δ :=
    ⟨min (δ / 2) 1, lt_min (by linarith) one_pos, min_le_right _ _,
      (min_le_left _ _).trans_lt (by linarith)⟩
  have hbig := hball (y := t) (by rw [Real.dist_eq, sub_zero, abs_of_pos ht0]; exact htδ)
  have hn : ‖Complex.exp (t * Complex.I)‖ = 1 := Complex.norm_exp_ofReal_mul_I t
  have hne : Complex.exp (t * Complex.I) ≠ 1 := by
    intro h
    have him := congrArg Complex.im h
    rw [Complex.exp_ofReal_mul_I_im, Complex.one_im] at him
    have hpos := Real.sin_pos_of_pos_of_lt_pi ht0 (by linarith [Real.pi_gt_three])
    linarith
  generalize Complex.exp (t * Complex.I) = w at hbig hn hne
  have hw : star w * w = 1 := by
    change (starRingEnd ℂ) w * w = 1
    rw [Complex.conj_mul', hn]
    norm_num
  have hmem : star w * w = 1 ∧ w * star w = 1 := ⟨hw, by rw [mul_comm]; exact hw⟩
  have hpos : 0 < ‖w - 1‖ := norm_pos_iff.mpr (sub_ne_zero.mpr hne)
  refine ⟨uniformFlux ⟨w, hmem⟩, ‖w - 1‖, hpos, fun x y => ?_, fun x y => ?_⟩
  · rw [plaquette_uniformFlux]
    rfl
  · rw [wilsonLoop_uniformFlux]
    change c * ‖w - 1‖ < ‖w ^ (a * b) - 1‖
    rw [← geom_sum_mul, norm_mul]
    exact mul_lt_mul_of_pos_right hbig hpos

end

end WilsonLoopAreaBound
```

```lean
#print axioms WilsonLoopAreaBound.area_bound
#print axioms WilsonLoopAreaBound.area_bound_matrix
#print axioms WilsonLoopAreaBound.area_bound_sharp
```

```
'WilsonLoopAreaBound.area_bound' depends on axioms: [propext, Classical.choice, Quot.sound]
'WilsonLoopAreaBound.area_bound_matrix' depends on axioms: [propext, Classical.choice, Quot.sound]
'WilsonLoopAreaBound.area_bound_sharp' depends on axioms: [propext, Classical.choice, Quot.sound]
```

## Conventions, scope and the checked argument

**Links and loops.** `LinkField G` stores $r_{x,y}$ as `right x y` and $u_{x,y}$ as `up x y`. Positions are integers, so the lattice is infinite; a periodic mesh enters through its periodic extension. The side lengths `a` and `b` are natural numbers. `rowTransport`, `colTransport`, `plaquette` and `wilsonLoop` are $R_n$, $C_n$, $P$ and $W_{a,b}$. For unitary links `⁻¹` is the adjoint.

**Norm.** `defect` is $d$, and has nothing to do with lattice defects. For matrices the norm is the L2 operator norm, the largest singular value, and a code that applies the bound should compute that one.

**Three forms of the bound.** `defect_wilsonLoop_le_sum` is the sum over enclosed plaquettes. `area_bound` assumes $d(P)\le\varepsilon$ only for the cells inside the rectangle. Both hold for the unitaries of any normed star ring with the C* identity $\|A^*A\|=\|A\|^2$. `area_bound_matrix` is written for complex $m\times m$ matrices and assumes the bound on every plaquette of the lattice, in return for a conclusion about every rectangle. For matrices with a bound on one patch only, use `area_bound`.

**Optimality.** `area_bound_sharp` fixes $a$, $b$ and $c<ab$ and produces a field of phases, the case $m=1$, with $d(P)=\varepsilon>0$ on every cell and $d(W_{a,b})>c\,\varepsilon$ at every position. The field depends on $c$ and need not be periodic.

**From Bloch states to links.** The theorems start from links that are already unitary. Raw overlap matrices on a finite mesh generally are not, and extracting their unitary factors is left to the code, as is the control of rounding.

**Why invertible links are not enough.** Take $r_{x,y}=1$ and $u_{x,y}=2^x$. Every plaquette equals 2, at distance 1 from the identity, while the $2\times1$ loop equals 4, at distance 3 instead of at most 2.

**The proof of the bound.** `defect_mul_le` and `defect_conj` are the two facts about products and conjugation; the C* lemmas such as `CStarRing.norm_coe_unitary_mul` remove the unitary factors from the norm. `wilsonLoop_add_cell` and `wilsonLoop_add_column` are the two loop identities. They hold in any group, and `simp only` proves them by reassociating the products and cancelling neighbouring inverses. In `defect_wilsonLoop_le_sum` the inner claim `strip` is the induction on the height, and the outer `induction a` adds the columns. `area_bound` replaces each summand by `ε`, and `area_bound_matrix` specialises the result to matrices.

**The proof of optimality.** `plaquette_uniformFlux` and `wilsonLoop_uniformFlux` compute $z$ and $z^{ab}$. The last theorem sets $z=e^{it}$ and uses continuity of the geometric sum at $t=0$ to find a small $t>0$ at which its modulus still exceeds $c$. Since $\sin t>0$, this $z$ is not 1. The factorisation `geom_sum_mul` then turns the estimate on the sum into the one on the loop.
